# The canonical partition function of N non-interacting bosons on two levels with Boltzmann factor 1 is N + 1

The theorem `bosonZ_two_levels` concerns N non-interacting bosons on two levels, each with Boltzmann factor 1. The canonical partition function sums, over all pairs of occupation numbers with total N, the product of the Boltzmann factors raised to those numbers. Every such product is 1 here, so the sum counts the pairs, and the theorem says that it equals N + 1 for every natural number N. The attempt writes the set of occupation lists as the image of the pairs of natural numbers with sum N, counts it by way of an injective map, and leaves the sum of ones to `simp`.

The failing Lean file:

```lean
import Mathlib

open Finset
open scoped Nat

namespace BosonZTwoLevels

noncomputable section

variable {ι : Type*} [Fintype ι] [DecidableEq ι]

/-- The occupation-number lists of `N` particles on the levels `ι`. -/
def occupations (ι : Type*) [Fintype ι] [DecidableEq ι] (N : ℕ) : Finset (ι → ℕ) :=
  Finset.piAntidiag Finset.univ N

/-- The weight of an occupation list `k`, where `x i` is the Boltzmann factor of level `i`. -/
def weight (x : ι → ℝ) (k : ι → ℕ) : ℝ := ∏ i, x i ^ k i

/-- The boson partition function: every occupation list counts once. -/
def bosonZ (x : ι → ℝ) (N : ℕ) : ℝ := ∑ k ∈ occupations ι N, weight x k

/-- A list of occupation numbers describes `N` particles when the numbers add up to `N`. -/
theorem mem_occupations {N : ℕ} {k : ι → ℕ} :
    k ∈ occupations ι N ↔ ∑ i, k i = N := by
  simp [occupations]

/-- For two levels with Boltzmann factor one, the partition function of `N` bosons is `N + 1`. -/
theorem bosonZ_two_levels (N : ℕ) :
    bosonZ (fun _ : Fin 2 => (1 : ℝ)) N = N + 1 := by
  -- an occupation list is a pair of numbers with sum `N`
  have himage : occupations (Fin 2) N =
      (Finset.antidiagonal N).image (fun p : ℕ × ℕ => ![p.1, p.2]) := by
    ext k
    rw [mem_occupations, Fin.sum_univ_two, Finset.mem_image]
    constructor
    · intro h
      exact ⟨(k 0, k 1), Finset.mem_antidiagonal.2 h, by ext i; fin_cases i <;> rfl⟩
    · rintro ⟨p, hp, rfl⟩
      exact Finset.mem_antidiagonal.1 hp
  have hcard : (occupations (Fin 2) N).card = N + 1 := by
    rw [himage, Finset.card_image_of_injective _
      (fun p q h => Prod.ext (congrFun h 0) (congrFun h 1)), Finset.Nat.card_antidiagonal]
  simp [bosonZ, weight, hcard]

end

end BosonZTwoLevels
```

The compiler's answer:

```
Main.lean:32:27: error: Application type mismatch: The argument
  N
has type
  ℕ
of sort `Type` but is expected to have type
  Set.IsPWO ?m.24
of sort `Prop` in the application
  Finset.antidiagonal N
Main.lean:42:44: error: Application type mismatch: The argument
  congrFun h 1
has type
  ?m.71 p 1 = ?m.71 q 1
but is expected to have type
  p.2 = q.2
in the application
  Prod.ext ?m.92 (congrFun h 1)
```

The first message says that `Finset.antidiagonal` here expects a proof of `Set.IsPWO`, that a set is partially well-ordered, as the argument where the file gives the number `N`. So the name does not stand for the function from `N` to the pairs with sum `N` that the proof needs. The repair does without it: the first occupation `j` runs over `Finset.range (N + 1)` and the second is `N - j`. The membership proof and the final count, now by `Finset.card_range`, change to match.

The second message comes from the injectivity proof. In `Finset.card_image_of_injective` the map is an implicit argument; the `_` stands for the finset. `rw` elaborates this term before matching it with the goal, so the map was still unknown when Lean checked `congrFun h 1`. The type therefore held an unknown function, `?m.71`, and Lean could not match it with `p.2 = q.2`. The repair states injectivity separately as `hinj`, with the map written out. Entry 0 of the list is then `j` by computation, so `congrFun h 0` is enough. The changed comment only describes the new parametrisation.

The change, after which it compiles:

```diff
@@ -28,17 +28,25 @@
 theorem bosonZ_two_levels (N : ℕ) :
     bosonZ (fun _ : Fin 2 => (1 : ℝ)) N = N + 1 := by
-  -- an occupation list is a pair of numbers with sum `N`
+  -- the occupation `j` of the first level fixes the whole list
   have himage : occupations (Fin 2) N =
-      (Finset.antidiagonal N).image (fun p : ℕ × ℕ => ![p.1, p.2]) := by
+      (Finset.range (N + 1)).image (fun j : ℕ => (![j, N - j] : Fin 2 → ℕ)) := by
     ext k
     rw [mem_occupations, Fin.sum_univ_two, Finset.mem_image]
     constructor
     · intro h
-      exact ⟨(k 0, k 1), Finset.mem_antidiagonal.2 h, by ext i; fin_cases i <;> rfl⟩
-    · rintro ⟨p, hp, rfl⟩
-      exact Finset.mem_antidiagonal.1 hp
+      have h1 : N - k 0 = k 1 := by omega
+      refine ⟨k 0, Finset.mem_range.2 (by omega), ?_⟩
+      ext i
+      fin_cases i
+      · rfl
+      · exact h1
+    · rintro ⟨j, hj, rfl⟩
+      have hj' := Finset.mem_range.1 hj
+      change j + (N - j) = N
+      omega
+  have hinj : Function.Injective (fun j : ℕ => (![j, N - j] : Fin 2 → ℕ)) :=
+    fun p q h => congrFun h 0
   have hcard : (occupations (Fin 2) N).card = N + 1 := by
-    rw [himage, Finset.card_image_of_injective _
-      (fun p q h => Prod.ext (congrFun h 0) (congrFun h 1)), Finset.Nat.card_antidiagonal]
+    rw [himage, Finset.card_image_of_injective _ hinj, Finset.card_range]
   simp [bosonZ, weight, hcard]
 
```
